# The Counterpoise Shift Is Nonnegative for Minimal Energies in Nested Bases

Subtract monomer energies, each computed in its own basis, from a dimer energy computed in the combined basis, and part of the apparent binding may come from the basis alone, because each fragment can borrow its partner's functions. The counterpoise correction recomputes the fragments in the dimer basis. Without knowing the sign of the resulting shift, we cannot tell whether the correction weakens or strengthens the computed binding.

## The sign of the shift and the case of equality

Let $V$ be a finite-dimensional real inner-product space and $H$ a linear operator on it. For a nonzero subspace $U$, define

$$R_H(x)=\frac{\langle x,Hx\rangle}{\langle x,x\rangle},\qquad E_H(U)=\inf_{0\ne x\in U}R_H(x).$$

For normalised $x$, $R_H(x)=\langle x,Hx\rangle$. Since $R_H(cx)=R_H(x)$ for $c\ne0$, it suffices to search the unit sphere of $U$. That sphere is compact and the energy is continuous, so a minimizer, or ground state, exists.

Let $U\subseteq W$. A ground state $\psi$ in $U$ is also a trial vector in $W$, so $E_H(W)\le R_H(\psi)=E_H(U)$. If the energies are equal, $\psi$ attains the minimum over $W$. Conversely, if $U$ contains a minimizer $\psi$ over $W$, then $E_H(U)\le R_H(\psi)=E_H(W)$, and equality follows.

For fragments $A,B$ with Hamiltonians $H_A,H_B$ and bases spanning $U_A,U_B\subseteq W$, write $E_X=E_{H_X}$. The shift is

$$\Delta=[E_A(U_A)-E_A(W)]+[E_B(U_B)-E_B(W)].$$

Both brackets are nonnegative, so $\Delta\ge0$, and $\Delta=0$ exactly when both vanish, that is, when each $U_X$ contains a minimizer of $H_X$ over $W$. The corrected interaction energy (dimer minus fragments) is the uncorrected one plus $\Delta$, so in this model the correction never strengthens the computed binding, and weakens it when $\Delta>0$.

Containment matters. In $\mathbb R^2$ take $H_A=\mathrm{diag}(0,1)$, $H_B=0$, $U_A=\mathrm{span}(e_1)$ and $U_B=W=\mathrm{span}(e_2)$. Then $\Delta=(0-1)+(0-0)=-1$.

## When a ghost function lowers the energy

Now let $H$ be symmetric, $\psi$ a ground state in $W$ and $E=E_H(W)$. For $\varphi\in W$ put

$$b=\langle\varphi,H\psi\rangle-E\langle\varphi,\psi\rangle,\qquad c=\langle\varphi,H\varphi\rangle-E\langle\varphi,\varphi\rangle\ge0.$$

Minimality applied to $\psi+t\varphi$ gives $2tb+t^2c\ge0$ for every real $t$. At $t=-b/(c+1)$ the left side is $-b^2(c+2)/(c+1)^2$, so $b=0$. This is the secular equation $\langle\varphi,H\psi\rangle=E\langle\varphi,\psi\rangle$. Conversely, setting $\varphi=\psi\neq0$ in it gives $R_H(\psi)=E$.

Suppose instead that $\psi$ is a ground state in $U\subseteq W$. If $E_H(W)=E_H(U)$, then $\psi$ is a ground state in $W$ and satisfies the secular equation there. Hence a ghost function $\chi\in W$, that is, a basis function borrowed from the partner fragment, with $\langle\chi,H\psi-E_H(U)\psi\rangle\ne0$ forces $E_H(W)<E_H(U)$.

## Bases as subspaces

In Lean, `V` holds the states, and its inner product supplies the overlaps, so basis functions need not be orthogonal.

```lean
import Mathlib

namespace CounterpoiseShift

noncomputable section

variable {V : Type*} [NormedAddCommGroup V] [InnerProductSpace ℝ V]
```

The Hamiltonian is a linear map; symmetry is not part of its type.

```lean
/-- The Rayleigh quotient (energy expectation value) of `H` in a nonzero state `x`. -/
def rayleigh (H : V →ₗ[ℝ] V) (x : V) : ℝ := inner ℝ x (H x) / inner ℝ x x
```

A `Submodule` represents the span of a basis set.

```lean
/-- The variational energy of `H` in the basis spanning the nonzero subspace `U`: the infimum
of the Rayleigh quotient over nonzero vectors of `U`. -/
def minEnergy (H : V →ₗ[ℝ] V) (U : Submodule ℝ V) : ℝ :=
  sInf (rayleigh H '' {x | x ∈ U ∧ x ≠ 0})
```

A ground state need be neither normalised nor unique.

```lean
/-- `ψ` is a nonzero vector of `U` that minimizes the Rayleigh quotient of `H` over `U`. -/
structure IsGroundState (H : V →ₗ[ℝ] V) (U : Submodule ℝ V) (ψ : V) : Prop where
  mem : ψ ∈ U
  ne_zero : ψ ≠ 0
  minimal : ∀ φ ∈ U, φ ≠ 0 → rayleigh H ψ ≤ rayleigh H φ
```

The shift uses one common space `W` for both fragments.

```lean
/-- The counterpoise shift: the sum over both fragments of the energy in the fragment's own
basis (`UA`, `UB`, both nonzero) minus its energy in the common basis `W`. -/
def counterpoiseShift (HA HB : V →ₗ[ℝ] V) (UA UB W : Submodule ℝ V) : ℝ :=
  (minEnergy HA UA - minEnergy HA W) + (minEnergy HB UB - minEnergy HB W)
```

This describes a one-particle model at fixed geometry, with exact minimization over linear spaces. Hartree–Fock, which minimizes over determinants, is not covered. Nor does the sign of the shift tell us whether the corrected binding energy is more accurate.

## From minimizers to the shift

Positive overlap permits division, and scale invariance permits normalisation.

```lean
/-- A nonzero state has positive overlap with itself. -/
theorem overlap_pos {x : V} (hx : x ≠ 0) : 0 < inner ℝ x x := by
  rw [real_inner_self_eq_norm_sq]
  have := norm_pos_iff.mpr hx
  positivity

/-- The Rayleigh quotient does not depend on the normalization of the state. -/
theorem rayleigh_smul (H : V →ₗ[ℝ] V) {c : ℝ} (hc : c ≠ 0) (x : V) :
    rayleigh H (c • x) = rayleigh H x := by
  unfold rayleigh
  simp only [map_smul, real_inner_smul_left, real_inner_smul_right]
  rw [mul_div_mul_left _ _ hc, mul_div_mul_left _ _ hc]
```

Once a minimizer is known, the infimum equals its energy.

```lean
/-- The variational energy is the Rayleigh quotient of any ground state in the basis. -/
theorem minEnergy_eq {H : V →ₗ[ℝ] V} {U : Submodule ℝ V} {ψ : V}
    (h : IsGroundState H U ψ) : minEnergy H U = rayleigh H ψ := by
  unfold minEnergy
  apply IsLeast.csInf_eq
  refine ⟨⟨ψ, ⟨h.mem, h.ne_zero⟩, rfl⟩, ?_⟩
  rintro _ ⟨φ, hφ, rfl⟩
  exact h.minimal φ hφ.1 hφ.2
```

Existence follows the compactness argument: `unit` normalises a vector, `hK` gives compactness, and `val` identifies the quotient with the expectation value on the sphere.

```lean
variable [FiniteDimensional ℝ V]

/-- Every nonzero subspace contains a ground state. -/
theorem exists_groundState (H : V →ₗ[ℝ] V) {U : Submodule ℝ V} (hU : U ≠ ⊥) :
    ∃ ψ, IsGroundState H U ψ := by
  obtain ⟨x, hxU, hx⟩ := Submodule.exists_mem_ne_zero_of_ne_bot hU
  have unit : ∀ y ∈ U, y ≠ 0 → ‖y‖⁻¹ • y ∈ Metric.sphere (0 : V) 1 ∩ (U : Set V) := by
    intro y hy h0
    refine ⟨?_, U.smul_mem _ hy⟩
    rw [mem_sphere_zero_iff_norm, norm_smul, norm_inv, norm_norm]
    exact inv_mul_cancel₀ (norm_ne_zero_iff.mpr h0)
  -- the energy is continuous on the compact set of normalized states
  have hK : IsCompact (Metric.sphere (0 : V) 1 ∩ (U : Set V)) :=
    (isCompact_sphere (0 : V) 1).inter_right U.closed_of_finiteDimensional
  have hc : Continuous fun y : V => inner ℝ y (H y) :=
    Continuous.inner (𝕜 := ℝ) continuous_id H.continuous_of_finiteDimensional
  obtain ⟨ψ, hψ, hmin⟩ := hK.exists_isMinOn ⟨_, unit x hxU hx⟩ hc.continuousOn
  have val : ∀ y ∈ Metric.sphere (0 : V) 1, rayleigh H y = inner ℝ y (H y) := by
    intro y hy
    rw [rayleigh, real_inner_self_eq_norm_sq, mem_sphere_zero_iff_norm.mp hy, one_pow, div_one]
  refine ⟨ψ, hψ.2, ?_, ?_⟩
  · rintro rfl
    have := mem_sphere_zero_iff_norm.mp hψ.1
    simp at this
  · intro φ hφ h0
    have h := isMinOn_iff.mp hmin _ (unit φ hφ h0)
    rw [← rayleigh_smul H (inv_ne_zero (norm_ne_zero_iff.mpr h0)) φ, val _ hψ.1,
      val _ (unit φ hφ h0).1]
    exact h
```

The variational principle and monotonicity follow.

```lean
/-- Variational principle: a trial state in the basis has at least the variational energy. -/
theorem minEnergy_le {H : V →ₗ[ℝ] V} {U : Submodule ℝ V} {φ : V} (hφ : φ ∈ U) (h0 : φ ≠ 0) :
    minEnergy H U ≤ rayleigh H φ := by
  have hU : U ≠ ⊥ := by
    rintro rfl
    exact h0 ((Submodule.mem_bot ℝ).mp hφ)
  obtain ⟨ψ, hψ⟩ := exists_groundState H hU
  rw [minEnergy_eq hψ]
  exact hψ.minimal φ hφ h0

/-- Enlarging a nonzero basis space never raises the variational energy. -/
theorem minEnergy_anti (H : V →ₗ[ℝ] V) {U W : Submodule ℝ V} (hUW : U ≤ W) (hU : U ≠ ⊥) :
    minEnergy H W ≤ minEnergy H U := by
  obtain ⟨ψ, hψ⟩ := exists_groundState H hU
  rw [minEnergy_eq hψ]
  exact minEnergy_le (hUW hψ.mem) hψ.ne_zero
```

The two directions of the equality criterion are those derived above. The hypothesis `hU` is needed: in Lean the zero subspace has energy 0 by convention, which may equal the energy of `W`, but it contains no ground state.

```lean
/-- Enlarging the basis from `U` to `W` leaves the energy unchanged exactly when `U` already
contains a ground state for `W`. -/
theorem minEnergy_eq_iff (H : V →ₗ[ℝ] V) {U W : Submodule ℝ V} (hUW : U ≤ W) (hU : U ≠ ⊥) :
    minEnergy H U = minEnergy H W ↔ ∃ ψ ∈ U, IsGroundState H W ψ := by
  constructor
  · intro h
    obtain ⟨ψ, hψ⟩ := exists_groundState H hU
    refine ⟨ψ, hψ.mem, hUW hψ.mem, hψ.ne_zero, fun φ hφ h0 => ?_⟩
    rw [← minEnergy_eq hψ, h]
    exact minEnergy_le hφ h0
  · rintro ⟨ψ, hψU, h⟩
    exact le_antisymm ((minEnergy_le hψU h.ne_zero).trans_eq (minEnergy_eq h).symm)
      (minEnergy_anti H hUW hU)
```

The main theorem assumes containment and nonzero fragment spaces, but not symmetry. After the equality criterion is rewritten in terms of energies, `linarith` adds the two inequalities.

```lean
/-- The counterpoise shift is nonnegative, and it vanishes exactly when each fragment basis
contains a ground state of its fragment Hamiltonian for the common basis `W`. -/
theorem counterpoiseShift_nonneg_and_eq_zero_iff (HA HB : V →ₗ[ℝ] V)
    {UA UB W : Submodule ℝ V} (hA : UA ≤ W) (hB : UB ≤ W) (hA0 : UA ≠ ⊥) (hB0 : UB ≠ ⊥) :
    0 ≤ counterpoiseShift HA HB UA UB W ∧
      (counterpoiseShift HA HB UA UB W = 0 ↔
        (∃ ψ ∈ UA, IsGroundState HA W ψ) ∧ ∃ ψ ∈ UB, IsGroundState HB W ψ) := by
  have a := minEnergy_anti HA hA hA0
  have b := minEnergy_anti HB hB hB0
  rw [← minEnergy_eq_iff HA hA hA0, ← minEnergy_eq_iff HB hB hB0]
  unfold counterpoiseShift
  refine ⟨by linarith, fun h => ⟨by linarith, by linarith⟩, ?_⟩
  rintro ⟨h1, h2⟩
  linarith
```

## The secular equation and the residual

Symmetry enters here, through `s1`, which merges the two cross terms. `key` is the quadratic inequality in $t$, and `s` is $1/(c+1)$.

```lean
/-- For a symmetric Hamiltonian, a nonzero vector of `W` is a ground state in `W` exactly when
it solves the secular equation in `W` at the variational energy. -/
theorem isGroundState_iff_secular {H : V →ₗ[ℝ] V} (hH : H.IsSymmetric) {W : Submodule ℝ V}
    {ψ : V} (hψ : ψ ∈ W) (h0 : ψ ≠ 0) :
    IsGroundState H W ψ ↔
      ∀ φ ∈ W, inner ℝ φ (H ψ) = minEnergy H W * inner ℝ φ ψ := by
  constructor
  · intro h φ hφ
    have q : ∀ x ∈ W, 0 ≤ inner ℝ x (H x) - minEnergy H W * inner ℝ x x := by
      intro x hx
      by_cases hx0 : x = 0
      · simp [hx0]
      · have := minEnergy_le (H := H) hx hx0
        rw [rayleigh, le_div_iff₀ (overlap_pos hx0)] at this
        linarith
    have e := minEnergy_eq h
    rw [rayleigh, eq_div_iff (overlap_pos h0).ne'] at e
    have s1 : inner ℝ ψ (H φ) = inner ℝ φ (H ψ) :=
      (hH ψ φ).symm.trans (real_inner_comm _ _)
    have s2 : inner ℝ ψ φ = inner ℝ φ ψ := real_inner_comm _ _
    -- energy change under the variation `ψ + t φ`, times the squared norm of `ψ + t φ`
    have key : ∀ t : ℝ, 0 ≤ 2 * t * (inner ℝ φ (H ψ) - minEnergy H W * inner ℝ φ ψ)
        + t ^ 2 * (inner ℝ φ (H φ) - minEnergy H W * inner ℝ φ φ) := by
      intro t
      have k := q (ψ + t • φ) (W.add_mem hψ (W.smul_mem t hφ))
      simp only [map_add, map_smul, inner_add_left, inner_add_right, real_inner_smul_left,
        real_inner_smul_right] at k
      rw [s1, s2] at k
      linarith
    have hc := q φ hφ
    apply sub_eq_zero.mp
    generalize inner ℝ φ (H ψ) - minEnergy H W * inner ℝ φ ψ = b at key ⊢
    generalize inner ℝ φ (H φ) - minEnergy H W * inner ℝ φ φ = c at key hc
    -- a nonzero linear term would make the energy change negative for a suitable `t`
    by_contra hb
    obtain ⟨s, hs, hs1⟩ : ∃ s : ℝ, 0 < s ∧ s * (c + 1) = 1 :=
      ⟨(c + 1)⁻¹, by positivity, inv_mul_cancel₀ (by positivity)⟩
    have k := key (-b * s)
    have e2 : 2 * (-b * s) * b + (-b * s) ^ 2 * c = -(b ^ 2 * s) - (b * s) ^ 2 := by
      linear_combination (b ^ 2 * s) * hs1
    have p : 0 < b ^ 2 * s := by positivity
    linarith [sq_nonneg (b * s)]
  · intro h
    refine ⟨hψ, h0, fun φ hφ hφ0 => ?_⟩
    rw [rayleigh, h ψ hψ, mul_div_cancel_right₀ _ (overlap_pos h0).ne']
    exact minEnergy_le hφ hφ0
```

The last theorem argues by contradiction: equal energies would make `ψ` a ground state in `W`, and the secular equation would then contradict `hres`.

```lean
/-- Let `H` be symmetric and `ψ` a ground state in `U`, with residual `H ψ - minEnergy H U • ψ`. If
some `χ` in the larger space `W` has a nonzero inner product with this residual, then `W` gives a
strictly lower energy than `U`. -/
theorem minEnergy_lt_of_residual {H : V →ₗ[ℝ] V} (hH : H.IsSymmetric) {U W : Submodule ℝ V}
    (hUW : U ≤ W) {ψ χ : V} (hψ : IsGroundState H U ψ) (hχ : χ ∈ W)
    (hres : inner ℝ χ (H ψ) ≠ minEnergy H U * inner ℝ χ ψ) :
    minEnergy H W < minEnergy H U := by
  have hle : minEnergy H W ≤ minEnergy H U :=
    (minEnergy_le (hUW hψ.mem) hψ.ne_zero).trans_eq (minEnergy_eq hψ).symm
  refine lt_of_le_of_ne hle fun e => hres ?_
  -- with equal energies `ψ` would solve the secular equation in `W`
  have g : IsGroundState H W ψ := by
    refine ⟨hUW hψ.mem, hψ.ne_zero, fun φ hφ h0 => ?_⟩
    rw [← minEnergy_eq hψ, ← e]
    exact minEnergy_le hφ h0
  rw [← e]
  exact (isGroundState_iff_secular hH g.mem g.ne_zero).mp g χ hχ

end

end CounterpoiseShift
```

```lean
#print axioms CounterpoiseShift.counterpoiseShift_nonneg_and_eq_zero_iff
#print axioms CounterpoiseShift.minEnergy_lt_of_residual
```

```
'CounterpoiseShift.counterpoiseShift_nonneg_and_eq_zero_iff' depends on axioms: [propext, Classical.choice, Quot.sound]
'CounterpoiseShift.minEnergy_lt_of_residual' depends on axioms: [propext, Classical.choice, Quot.sound]
```
